# The Braunstein–Caves bound on classical Fisher information in finite dimension

A: A quantum state \(\rho\) depends on one real parameter, and you measure it to learn the parameter. For any measurement that does not itself vary with the parameter, the outcome statistics carry a classical Fisher information of at most \(\operatorname{tr}(\rho L^2)\). At a given parameter value, measuring the \(L\) that belongs to that value attains the bound. Here \(L\) is a Hermitian matrix, the symmetric logarithmic derivative, satisfying \(\dot\rho = D\) with \(D=(L\rho+\rho L)/2\). The dimension and the number of outcomes are finite.

Q: Before I look at any code, convince me by ordinary algebra.

A: Describe the measurement by positive semidefinite effects \(E_i\) with \(\sum_i E_i = 1\), so that outcome \(i\) has probability \(\operatorname{tr}(E_i\rho)\). Take one effect \(E\) with \(p=\operatorname{tr}(E\rho)>0\), and put \(d=\operatorname{tr}(ED)\), the rate at which \(p\) changes. For real \(t\), the matrix \((L-t)\rho(L-t)\) is positive semidefinite, because its expectation in a vector \(v\) is that of \(\rho\) in \((L-t)v\). Its trace against \(E\) is therefore nonnegative. Expanding,
\[
(L-t)\rho(L-t)=L\rho L-2tD+t^2\rho ,
\]
so
\[
0\le \operatorname{tr}(E\,L\rho L)-2td+t^2p .
\]
The choice \(t=d/p\) minimises the right side and gives
\[
\frac{d^2}{p}\le \operatorname{tr}(E\,L\rho L).
\]
Now sum over the outcomes of positive probability. The remaining outcomes have \(\operatorname{tr}(E_i L\rho L)\ge 0\), so including them on the right only weakens the bound:
\[
\sum_{i:\,p_i>0}\frac{d_i^2}{p_i}\le\sum_i\operatorname{tr}(E_iL\rho L)=\operatorname{tr}(L\rho L)=\operatorname{tr}(\rho L^2),
\]
where \(p_i\) and \(d_i\) are \(p\) and \(d\) for \(E=E_i\).

Q: Fine. How do these objects appear in Lean?

A: States and effects are complex matrices indexed by a finite type `n`, and outcomes are labelled by a finite type `ι`.

```lean
import Mathlib

open Matrix
open scoped ComplexOrder

namespace BraunsteinCaves

noncomputable section

variable {n ι : Type*} [Fintype n] [DecidableEq n] [Fintype ι]
```

Traces enter through their real parts, so that they can be compared as real numbers.

```lean
/-- The real part of `tr (A B)`. -/
def expect (A B : Matrix n n ℂ) : ℝ := (A * B).trace.re
```

The measurement is a general one; its effects need not be projectors.

```lean
/-- A measurement: positive semidefinite effects that sum to the identity. -/
structure IsPOVM (E : ι → Matrix n n ℂ) : Prop where
  pos : ∀ i, (E i).PosSemidef
  sum_eq : ∑ i, E i = 1
```

The next name needs care: `sldDeriv L ρ` is \(D\), the rate of change of the state. The symmetric logarithmic derivative is \(L\).

```lean
/-- The symmetrized product `(L ρ + ρ L) / 2`. -/
def sldDeriv (L ρ : Matrix n n ℂ) : Matrix n n ℂ := (1 / 2 : ℂ) • (L * ρ + ρ * L)
```

Q: Your Fisher information skips outcomes of zero probability. Could that hide a contribution?

A: The skipped term has the form \(0/0\), and the definition counts it as zero. Indeed, if \(E_i\) and \(\rho\) are positive semidefinite and \(\operatorname{tr}(E_i\rho)=0\), then \(E_i\rho=0\), and so \(\operatorname{tr}(E_iD)=0\) as well. This convention can make the value jump. For the pure state \(\cos\varphi\,|0\rangle+\sin\varphi\,|1\rangle\) measured in the basis \(|0\rangle,|1\rangle\), the Fisher information about \(\varphi\) is 4 at small \(\varphi\neq0\), but the definition gives 0 at \(\varphi=0\).

```lean
/-- The classical Fisher information of the measurement `E` when the state `ρ` changes at the
rate `D`, summed over the outcomes of positive probability. -/
def classicalFisher (E : ι → Matrix n n ℂ) (ρ D : Matrix n n ℂ) : ℝ :=
  ∑ i with 0 < expect (E i) ρ, expect (E i) D ^ 2 / expect (E i) ρ

/-- The real part of `tr (ρ L²)`. It is the quantum Fisher information when `ρ` is a density matrix
and `L` is its symmetric logarithmic derivative. -/
def quantumFisher (ρ L : Matrix n n ℂ) : ℝ := expect ρ (L * L)
```

Q: You call that last one `quantumFisher` for any \(L\) at all?

A: Yes, the name is generous. The number is the quantum Fisher information when \(\rho\) is a normalised state and \(D\) is its actual derivative. For the attaining measurement we also need the normalised eigenvectors of a Hermitian matrix and their rank-one projectors.

```lean
/-- The `i`-th normalized eigenvector of a Hermitian matrix. -/
def eigenvec {L : Matrix n n ℂ} (hL : L.IsHermitian) (i : n) : n → ℂ :=
  fun a => (hL.eigenvectorUnitary : Matrix n n ℂ) a i

/-- The rank-one projector onto the `i`-th eigenvector of a Hermitian matrix. -/
def eigenProj {L : Matrix n n ℂ} (hL : L.IsHermitian) (i : n) : Matrix n n ℂ :=
  vecMulVec (eigenvec hL i) (star (eigenvec hL i))
```

Q: Taking real parts worries me. You might be discarding something.

A: For Hermitian factors nothing is lost. The conjugate of \(\operatorname{tr}(AB)\) is \(\operatorname{tr}(BA)\), which equals \(\operatorname{tr}(AB)\), so the trace is real. This applies to every trace in the bound, since \(E_i\), \(\rho\), \(D\) and \(L^2\) are all Hermitian.

```lean
omit [DecidableEq n] in
/-- For Hermitian `A` and `B` the trace of `A B` is real and equals `expect A B`. -/
theorem expect_eq_trace {A B : Matrix n n ℂ} (hA : A.IsHermitian) (hB : B.IsHermitian) :
    (expect A B : ℂ) = (A * B).trace := by
  have h : star (A * B).trace = (A * B).trace := by
    rw [← trace_conjTranspose, conjTranspose_mul, hA.eq, hB.eq, trace_mul_comm]
  exact Complex.conj_eq_iff_re.mp h
```

Q: And the positivity of a trace of two positive matrices, which you used without comment?

A: It comes from the spectral decomposition. The first lemma below shows that the eigenprojectors form a measurement, by unitarity of the eigenvector matrix, and that \(L\) multiplies each by its eigenvalue.

```lean
/-- The eigenprojectors of a Hermitian `L` form a measurement, and `L` acts on each of them as
multiplication by the eigenvalue. -/
theorem eigenProj_spec {L : Matrix n n ℂ} (hL : L.IsHermitian) :
    IsPOVM (eigenProj hL) ∧
      ∀ i, L * eigenProj hL i = (hL.eigenvalues i : ℂ) • eigenProj hL i := by
  refine ⟨⟨fun i => posSemidef_vecMulVec_self_star _, ?_⟩, fun i => ?_⟩
  · -- completeness is unitarity of the eigenvector matrix
    rw [← mem_unitaryGroup_iff.mp hL.eigenvectorUnitary.2]
    ext a b
    rw [Matrix.sum_apply, Matrix.mul_apply]
    exact Finset.sum_congr rfl fun _ _ => rfl
  · have h : L *ᵥ eigenvec hL i = hL.eigenvalues i • eigenvec hL i :=
      hL.mulVec_eigenvectorBasis i
    rw [eigenProj, mul_vecMulVec, h]
    ext a b
    simp only [vecMulVec_apply, Matrix.smul_apply, Pi.smul_apply, Complex.real_smul,
      smul_eq_mul, mul_assoc]
```

For positive semidefinite \(A\) and \(B\), write \(A=\sum_i a_i|v_i\rangle\langle v_i|\) with \(a_i\ge0\) and normalised eigenvectors \(v_i\). Then \(\operatorname{tr}(AB)=\sum_i a_i\langle v_i|B|v_i\rangle\ge0\). In the code, `hsum` is the decomposition and `hexp` the resulting formula for the trace.

```lean
/-- The trace of a product of two positive semidefinite matrices is nonnegative. -/
theorem expect_nonneg {A B : Matrix n n ℂ} (hA : A.PosSemidef) (hB : B.PosSemidef) :
    0 ≤ expect A B := by
  obtain ⟨hP, hAP⟩ := eigenProj_spec hA.isHermitian
  have hsum : A = ∑ i, (hA.isHermitian.eigenvalues i : ℂ) • eigenProj hA.isHermitian i := by
    calc A = A * ∑ i, eigenProj hA.isHermitian i := by rw [hP.sum_eq, mul_one]
      _ = _ := by
        rw [Finset.mul_sum]
        exact Finset.sum_congr rfl fun i _ => hAP i
  have hexp : expect A B =
      ∑ i, hA.isHermitian.eigenvalues i * expect (eigenProj hA.isHermitian i) B :=
    (congrArg (fun X => expect X B) hsum).trans (by
      simp only [expect, Finset.sum_mul, smul_mul_assoc, trace_sum, trace_smul, smul_eq_mul,
        Complex.re_sum, Complex.re_ofReal_mul])
  rw [hexp]
  refine Finset.sum_nonneg fun i _ => mul_nonneg (hA.eigenvalues_nonneg i) ?_
  rw [expect, eigenProj, vecMulVec_mul, trace_vecMulVec, dotProduct_comm,
    ← Matrix.dotProduct_mulVec]
  exact (Complex.le_def.mp (hB.dotProduct_mulVec_nonneg _)).1
```

Q: Where is the quadratic in \(t\)?

A: In `outcome_bound`. The number `t` is chosen so that \(tp=d\). Then `hexp` expands the sandwiched state, `hlin` takes the trace against \(E\), and `h3` evaluates \(p\) times the quadratic as \(p\operatorname{tr}(E\,L\rho L)-d^2\). Positivity finishes the argument.

```lean
/-- One outcome of positive probability, with effect `E`, contributes at most `tr (E L ρ L)` to
the Fisher information, for positive semidefinite `E`, `ρ` and Hermitian `L`. -/
theorem outcome_bound {E ρ L : Matrix n n ℂ} (hE : E.PosSemidef) (hρ : ρ.PosSemidef)
    (hL : L.IsHermitian) (hp : 0 < expect E ρ) :
    expect E (sldDeriv L ρ) ^ 2 / expect E ρ ≤ expect E (L * ρ * L) := by
  obtain ⟨t, ht⟩ : ∃ t : ℝ, t * expect E ρ = expect E (sldDeriv L ρ) :=
    ⟨_, div_mul_cancel₀ _ hp.ne'⟩
  -- positivity of the state sandwiched between two copies of `L - t`
  have hM : (L - (t : ℂ) • (1 : Matrix n n ℂ))ᴴ = L - (t : ℂ) • (1 : Matrix n n ℂ) := by
    simp [conjTranspose_sub, conjTranspose_smul, hL.eq]
  have h := expect_nonneg hE (hρ.mul_mul_conjTranspose_same (L - (t : ℂ) • 1))
  have hexp : (L - (t : ℂ) • 1) * ρ * (L - (t : ℂ) • 1) =
      L * ρ * L - ((2 * t : ℝ) : ℂ) • sldDeriv L ρ + ((t ^ 2 : ℝ) : ℂ) • ρ := by
    push_cast
    simp only [sldDeriv, sub_mul, mul_sub, smul_mul_assoc, mul_smul_comm, one_mul, mul_one]
    module
  have hlin : expect E (L * ρ * L - ((2 * t : ℝ) : ℂ) • sldDeriv L ρ + ((t ^ 2 : ℝ) : ℂ) • ρ)
      = expect E (L * ρ * L) - 2 * t * expect E (sldDeriv L ρ) + t ^ 2 * expect E ρ := by
    simp only [expect, mul_add, mul_sub, mul_smul_comm, trace_add, trace_sub, trace_smul,
      smul_eq_mul, Complex.add_re, Complex.sub_re, Complex.re_ofReal_mul]
  rw [hM, hexp, hlin] at h
  -- the chosen `t` minimizes the quadratic
  rw [div_le_iff₀ hp]
  have h2 := mul_nonneg hp.le h
  have h3 : expect E ρ * (expect E (L * ρ * L) - 2 * t * expect E (sldDeriv L ρ)
      + t ^ 2 * expect E ρ) =
      expect E (L * ρ * L) * expect E ρ - expect E (sldDeriv L ρ) ^ 2 := by
    linear_combination (t * expect E ρ - expect E (sldDeriv L ρ)) * ht
  linarith
```

The sum over outcomes uses completeness and cyclicity of the trace.

```lean
/-- Summed over all outcomes of a measurement, the real parts of `tr (E_i L ρ L)` give the real part
of `tr (ρ L²)`. -/
theorem sum_expect {E : ι → Matrix n n ℂ} (hE : IsPOVM E) (ρ L : Matrix n n ℂ) :
    ∑ i, expect (E i) (L * ρ * L) = quantumFisher ρ L := by
  simp only [quantumFisher, expect, ← Complex.re_sum, ← trace_sum, ← Finset.sum_mul,
    hE.sum_eq, one_mul]
  rw [mul_assoc L ρ L, trace_mul_comm, mul_assoc]
```

Q: Then read me the main theorem exactly.

A: For every measurement `E`, positive semidefinite `ρ` and Hermitian `L`, the classical Fisher information at rate \(D\) is at most \(\operatorname{tr}(\rho L^2)\). Unit trace is not assumed, so density matrices are a special case. The proof bounds each retained outcome by `outcome_bound`, then adds the nonnegative terms of the others.

```lean
/-- **Braunstein-Caves inequality**: for positive semidefinite `ρ`, Hermitian `L` and any
measurement, the classical Fisher information at the rate of change `(L ρ + ρ L) / 2` is at most
`tr (ρ L²)`. -/
theorem braunstein_caves {E : ι → Matrix n n ℂ} {ρ L : Matrix n n ℂ} (hE : IsPOVM E)
    (hρ : ρ.PosSemidef) (hL : L.IsHermitian) :
    classicalFisher E ρ (sldDeriv L ρ) ≤ quantumFisher ρ L := by
  have hS := hρ.mul_mul_conjTranspose_same L
  rw [hL.eq] at hS
  rw [← sum_expect hE]
  exact (Finset.sum_le_sum fun i hi =>
    outcome_bound (hE.pos i) hρ hL (Finset.mem_filter.mp hi).2).trans
    (Finset.sum_le_sum_of_subset_of_nonneg (Finset.filter_subset _ _)
      fun i _ _ => expect_nonneg (hE.pos i) hS)
```

Q: An upper bound can be uselessly loose. Is this one reached?

A: Yes, by the eigenbasis of \(L\). Let \(P_i\) be an eigenprojector with eigenvalue \(\lambda_i\), and now let \(p_i=\operatorname{tr}(P_i\rho)\). Since \(P_iL=LP_i=\lambda_iP_i\), we have \(\operatorname{tr}(P_iD)=\lambda_ip_i\) and \(\operatorname{tr}(P_iL\rho L)=\lambda_i^2p_i\). An outcome with \(p_i>0\) contributes \((\lambda_ip_i)^2/p_i=\lambda_i^2p_i\), which is equality term by term; when \(p_i=0\), both sides vanish. These two traces are `hD` and `hQ`, and `split_ifs` separates the two cases.

```lean
/-- For positive semidefinite `ρ` and Hermitian `L`, measuring in an eigenbasis of `L` attains
equality in the Braunstein-Caves inequality. -/
theorem eigenbasis_attains {ρ L : Matrix n n ℂ} (hρ : ρ.PosSemidef) (hL : L.IsHermitian) :
    classicalFisher (eigenProj hL) ρ (sldDeriv L ρ) = quantumFisher ρ L := by
  obtain ⟨hP, hLP⟩ := eigenProj_spec hL
  rw [← sum_expect hP, classicalFisher, Finset.sum_filter]
  refine Finset.sum_congr rfl fun i _ => ?_
  have hPL : eigenProj hL i * L = (hL.eigenvalues i : ℂ) • eigenProj hL i := by
    have h := congrArg conjTranspose (hLP i)
    simpa [conjTranspose_mul, conjTranspose_smul, hL.eq, (hP.pos i).isHermitian.eq] using h
  have h1 : (eigenProj hL i * (L * ρ)).trace =
      (hL.eigenvalues i : ℂ) * (eigenProj hL i * ρ).trace := by
    rw [← mul_assoc, hPL, smul_mul_assoc, trace_smul, smul_eq_mul]
  have h2 : (eigenProj hL i * (ρ * L)).trace =
      (hL.eigenvalues i : ℂ) * (eigenProj hL i * ρ).trace := by
    rw [← mul_assoc, trace_mul_comm, ← mul_assoc, hLP, smul_mul_assoc, trace_smul, smul_eq_mul]
  -- each probability `p_i` changes at the rate `λ_i p_i`, with `λ_i` the eigenvalue of `L`
  have hD : expect (eigenProj hL i) (sldDeriv L ρ) =
      hL.eigenvalues i * expect (eigenProj hL i) ρ := by
    rw [expect, expect, ← Complex.re_ofReal_mul, sldDeriv, mul_smul_comm, mul_add, trace_smul,
      trace_add, h1, h2, smul_eq_mul]
    congr 1
    ring
  have hQ : expect (eigenProj hL i) (L * ρ * L) =
      hL.eigenvalues i * (hL.eigenvalues i * expect (eigenProj hL i) ρ) := by
    rw [expect, expect, mul_assoc L ρ L, ← mul_assoc, hPL, smul_mul_assoc, trace_smul, h2,
      smul_eq_mul, Complex.re_ofReal_mul, Complex.re_ofReal_mul]
  rw [hD, hQ]
  split_ifs with hp
  · rw [div_eq_iff hp.ne']
    ring
  · have h0 := le_antisymm (not_lt.mp hp) (expect_nonneg (hP.pos i) hρ)
    rw [h0, mul_zero, mul_zero]
```

Q: So far \(D\) is just a matrix. My Fisher information contains derivatives of measured probabilities.

A: The link is linearity of the trace. From here on `t` is the running parameter, no longer the shift, and `θ` is the value at which we differentiate. If the entries of \(\rho(t)\) have derivatives \(D\) at \(\theta\), then \(\operatorname{Re}\operatorname{tr}(A\rho(t))\) has derivative \(\operatorname{Re}\operatorname{tr}(AD)\) there.

```lean
omit [DecidableEq n] in
/-- If the entries of `ρ(t)` have derivatives `D` at `θ`, then `Re tr (A ρ(t))` has derivative
`Re tr (A D)` there. -/
theorem hasDerivAt_expect (A : Matrix n n ℂ) {ρ : ℝ → Matrix n n ℂ} {D : Matrix n n ℂ} {θ : ℝ}
    (h : ∀ a b, HasDerivAt (fun t => ρ t a b) (D a b) θ) :
    HasDerivAt (fun t => expect A (ρ t)) (expect A D) θ := by
  have h1 : HasDerivAt (fun t => ∑ a, ∑ b, A a b * ρ t b a) (∑ a, ∑ b, A a b * D b a) θ :=
    HasDerivAt.fun_sum fun a _ => HasDerivAt.fun_sum fun b _ => (h b a).const_mul _
  exact Complex.reCLM.hasFDerivAt.comp_hasDerivAt θ h1
```

Substituting this into the main theorem gives the bound for the actual derivatives of the probabilities. The measurement is held fixed while the parameter varies. To attain the bound at \(\theta\), one fixes the eigenbasis of the \(L\) that belongs to \(\theta\); this basis can depend on \(\theta\), the very value one wants to learn.

```lean
/-- For a family `ρ(t)`, positive semidefinite at `θ`, with derivative `(L ρ + ρ L) / 2` there
for a Hermitian `L`, the Fisher information of the outcome probabilities of any measurement is at
most `tr (ρ L²)` at `θ`. -/
theorem braunstein_caves_family {E : ι → Matrix n n ℂ} {ρ : ℝ → Matrix n n ℂ}
    {L : Matrix n n ℂ} {θ : ℝ} (hE : IsPOVM E) (hρ : (ρ θ).PosSemidef) (hL : L.IsHermitian)
    (hD : ∀ a b, HasDerivAt (fun t => ρ t a b) (sldDeriv L (ρ θ) a b) θ) :
    ∑ i with 0 < expect (E i) (ρ θ),
      deriv (fun t => expect (E i) (ρ t)) θ ^ 2 / expect (E i) (ρ θ) ≤
        quantumFisher (ρ θ) L := by
  have h := fun i => (hasDerivAt_expect (E i) hD).deriv
  simp only [h]
  exact braunstein_caves hE hρ hL
```

Q: You assume that \(L\) exists.

A: Yes, that is the hypothesis `hD`. It says that the state's velocity has the form \((L\rho+\rho L)/2\), the matrix version of \(\dot p=p\,\ell\) for a classical probability \(p\) with logarithmic derivative \(\ell\). For positive definite \(\rho\) with eigenvalues \(r_j\), it is solved in the eigenbasis of \(\rho\) by \(L_{jk}=2D_{jk}/(r_j+r_k)\).

Q: Show me a case that isn't classical statistics in disguise.

A: Take a qubit with fixed populations and a varying coherence.

```lean
/-- The matrix with populations 3/4 and 1/4 and coherence `t / 2`; it is a qubit state when
`t² ≤ 3/4`. -/
def qubit (t : ℝ) : Matrix (Fin 2) (Fin 2) ℂ := !![3 / 4, (t : ℂ) / 2; (t : ℂ) / 2, 1 / 4]
```

At \(t=0\) the state is diagonal with entries \(3/4\) and \(1/4\), its derivative is \(\sigma_x/2\), and \(L=\sigma_x\) does not commute with the state. The last theorem checks the hypotheses on state and derivative entry by entry.

```lean
/-- At `t = 0` the qubit family is positive semidefinite and its derivative is `(L ρ + ρ L) / 2`
with `L` the Hermitian Pauli matrix `σ_x`. -/
theorem braunstein_caves_family_witness :
    (qubit 0).PosSemidef ∧ (!![0, 1; 1, 0] : Matrix (Fin 2) (Fin 2) ℂ).IsHermitian ∧
      ∀ a b, HasDerivAt (fun t => qubit t a b) (sldDeriv !![0, 1; 1, 0] (qubit 0) a b) 0 := by
  refine ⟨?_, ?_, ?_⟩
  · have h : qubit 0 = diagonal (fun i => ((![3 / 4, 1 / 4] i : ℝ) : ℂ)) := by
      ext i j
      fin_cases i <;> fin_cases j <;> simp [qubit]
    rw [h, posSemidef_diagonal_iff]
    intro i
    refine Complex.zero_le_real.mpr ?_
    fin_cases i <;> norm_num
  · ext i j
    fin_cases i <;> fin_cases j <;> simp
  · have hD : sldDeriv !![0, 1; 1, 0] (qubit 0) = !![0, 1 / 2; 1 / 2, 0] := by
      ext i j
      fin_cases i <;> fin_cases j <;>
        norm_num [sldDeriv, qubit, Matrix.mul_apply, Fin.sum_univ_succ]
    have hlin : HasDerivAt (fun t : ℝ => (t : ℂ) / 2) (1 / 2) 0 :=
      ((HasDerivAt.ofReal_comp (hasDerivAt_id (0 : ℝ))).div_const 2).congr_deriv (by norm_num)
    rw [hD]
    intro a b
    fin_cases a <;> fin_cases b
    · exact hasDerivAt_const (0 : ℝ) (3 / 4 : ℂ)
    · exact hlin
    · exact hlin
    · exact hasDerivAt_const (0 : ℝ) (1 / 4 : ℂ)

end

end BraunsteinCaves
```

```lean
#print axioms BraunsteinCaves.expect_eq_trace
-- 'BraunsteinCaves.expect_eq_trace' depends on axioms: [propext, Classical.choice, Quot.sound]
#print axioms BraunsteinCaves.braunstein_caves
-- 'BraunsteinCaves.braunstein_caves' depends on axioms: [propext, Classical.choice, Quot.sound]
#print axioms BraunsteinCaves.eigenbasis_attains
-- 'BraunsteinCaves.eigenbasis_attains' depends on axioms: [propext, Classical.choice, Quot.sound]
#print axioms BraunsteinCaves.braunstein_caves_family
-- 'BraunsteinCaves.braunstein_caves_family' depends on axioms: [propext, Classical.choice, Quot.sound]
```

Q: And the smallest system?

A: In dimension one, \(\rho=r\ge0\), \(L=\ell\) is real, and the effects are nonnegative numbers adding to 1. Both sides equal \(r\ell^2\), so every measurement attains the bound. If the family is normalised, \(r\) stays at 1, which forces \(\ell=0\): there is nothing to learn.

Q: Do I also get the statistical distance between neighbouring states that I associate with Braunstein and Caves?

A: No. The theorems compare Fisher informations at a single parameter value and construct no distance on states.

Q: What can I then say about the error bar in my experiment?

A: That takes one further step, the Cramér–Rao bound, which turns Fisher information into a limit on the variance of unbiased estimates. With it, the inequality bears on quantum metrology, for one parameter and a finite-dimensional probe: \(\operatorname{tr}(\rho L^2)\) limits the precision of any fixed measurement with finitely many outcomes.
